# Undamped self-consistency for Fermi occupations at fixed chemical potential converges when the interaction norm is below 4T

Levels with energies $e_i$ are filled according to the Fermi function at temperature $T$ (in energy units, so $T$ stands for $k_BT$) and fixed chemical potential $\mu$, while the occupations $f$ themselves shift the levels by $(Wf)_i$, with $W$ a real interaction matrix. A self-consistent $f$ satisfies $f_i = 1/(1+\exp((e_i+(Wf)_i-\mu)/T))$, and $\|\cdot\|$ is the Euclidean norm throughout.

```lean
import Mathlib

open Filter Topology Matrix

namespace FiniteTemperatureSCF

noncomputable section

variable {ι : Type*} [Fintype ι]

/-- The Fermi function at temperature `T` (in energy units, `T ≠ 0`), for a level at
energy `x` above the chemical potential. -/
def fermi (T x : ℝ) : ℝ := 1 / (1 + Real.exp (x / T))

/-- The level shifts `W f` produced by the occupations `f` through the interaction matrix `W`. -/
def meanField (W : Matrix ι ι ℝ) (f : EuclideanSpace ℝ ι) : EuclideanSpace ℝ ι :=
  WithLp.toLp 2 (W *ᵥ f.ofLp)

/-- One self-consistency step at temperature `T ≠ 0`: shift the levels `e` by the mean field
of `f`, then fill them according to the Fermi function with chemical potential `μ`. -/
def scfStep (T μ : ℝ) (e : ι → ℝ) (W : Matrix ι ι ℝ) (f : EuclideanSpace ℝ ι) :
    EuclideanSpace ℝ ι :=
  WithLp.toLp 2 (fun i => fermi T (e i + meanField W f i - μ))

/-- At temperature `T > 0`, a change in level energy changes the Fermi occupation by at most
`1 / (4 T)` times as much. -/
theorem fermi_lipschitz {T : ℝ} (hT : 0 < T) (x y : ℝ) :
    |fermi T x - fermi T y| ≤ |x - y| / (4 * T) := by
  have hd : ∀ z, HasDerivAt (fermi T)
      (-(Real.exp (z / T) / T) / (1 + Real.exp (z / T)) ^ 2) z := by
    intro z
    have hne : 1 + Real.exp (z / T) ≠ 0 := by positivity
    have h1 : HasDerivAt (fun u : ℝ => 1 + Real.exp (u / T))
        (Real.exp (z / T) * (1 / T)) z :=
      (((hasDerivAt_id' z).div_const T).exp).const_add 1
    have h2 := (hasDerivAt_const z (1 : ℝ)).fun_div h1 hne
    exact h2.congr_deriv (by ring)
  -- the slope is largest in size at half filling
  have hb : ∀ z, ‖-(Real.exp (z / T) / T) / (1 + Real.exp (z / T)) ^ 2‖ ≤ 1 / (4 * T) := by
    intro z
    have hE := Real.exp_pos (z / T)
    rw [Real.norm_eq_abs, neg_div, abs_neg, abs_of_nonneg (by positivity), div_div,
      div_le_div_iff₀ (by positivity) (by positivity)]
    nlinarith [mul_nonneg hT.le (sq_nonneg (Real.exp (z / T) - 1))]
  have h := Convex.norm_image_sub_le_of_norm_hasDerivWithin_le
    (fun z _ => (hd z).hasDerivWithinAt) (fun z _ => hb z) convex_univ
    (Set.mem_univ y) (Set.mem_univ x)
  rw [Real.norm_eq_abs, Real.norm_eq_abs] at h
  calc |fermi T x - fermi T y| ≤ 1 / (4 * T) * |x - y| := h
    _ = |x - y| / (4 * T) := by ring

/-- If `T > 0` and the interaction satisfies `‖W x‖ ≤ w ‖x‖`, one self-consistency step
multiplies the distance between two occupation vectors by at most `w / (4 T)`. -/
theorem scfStep_dist_le {T w : ℝ} (hT : 0 < T) (μ : ℝ) (e : ι → ℝ) (W : Matrix ι ι ℝ)
    (hW : ∀ x, ‖meanField W x‖ ≤ w * ‖x‖) (f g : EuclideanSpace ℝ ι) :
    ‖scfStep T μ e W f - scfStep T μ e W g‖ ≤ w / (4 * T) * ‖f - g‖ := by
  -- compare level by level, then sum the squares
  have hsq : ‖scfStep T μ e W f - scfStep T μ e W g‖ ^ 2
      ≤ (‖meanField W (f - g)‖ / (4 * T)) ^ 2 := by
    rw [div_pow, EuclideanSpace.norm_sq_eq, EuclideanSpace.norm_sq_eq, Finset.sum_div]
    apply Finset.sum_le_sum
    intro i _
    rw [← div_pow]
    apply pow_le_pow_left₀ (norm_nonneg _)
    have h := fermi_lipschitz hT (e i + meanField W f i - μ) (e i + meanField W g i - μ)
    have h1 : meanField W (f - g) i = meanField W f i - meanField W g i := by
      change (W *ᵥ (f.ofLp - g.ofLp)) i = (W *ᵥ f.ofLp) i - (W *ᵥ g.ofLp) i
      rw [Matrix.mulVec_sub, Pi.sub_apply]
    have h2 : e i + meanField W f i - μ - (e i + meanField W g i - μ)
        = meanField W (f - g) i := by
      rw [h1]; ring
    rw [h2] at h
    exact h
  have hle := (le_abs_self _).trans (abs_le_of_sq_le_sq hsq (by positivity))
  calc ‖scfStep T μ e W f - scfStep T μ e W g‖ ≤ ‖meanField W (f - g)‖ / (4 * T) := hle
    _ ≤ w * ‖f - g‖ / (4 * T) := by
      have := hW (f - g)
      gcongr
    _ = w / (4 * T) * ‖f - g‖ := by ring

/-- If `T > 0`, `w ≥ 0` and `‖W x‖ ≤ w ‖x‖`, then after `k` steps the distance to a
self-consistent vector `fs` is at most `(w / (4 T)) ^ k` times the initial distance. -/
theorem scf_error_bound {T w : ℝ} (hT : 0 < T) (hw : 0 ≤ w) (μ : ℝ) (e : ι → ℝ)
    (W : Matrix ι ι ℝ) (hW : ∀ x, ‖meanField W x‖ ≤ w * ‖x‖)
    {fs : EuclideanSpace ℝ ι} (hfs : scfStep T μ e W fs = fs)
    (f₀ : EuclideanSpace ℝ ι) (k : ℕ) :
    ‖(scfStep T μ e W)^[k] f₀ - fs‖ ≤ (w / (4 * T)) ^ k * ‖f₀ - fs‖ := by
  induction k with
  | zero => simp
  | succ k ih =>
    rw [Function.iterate_succ_apply']
    have h := scfStep_dist_le hT μ e W hW ((scfStep T μ e W)^[k] f₀) fs
    rw [hfs] at h
    have hq : 0 ≤ w / (4 * T) := by positivity
    refine h.trans ((mul_le_mul_of_nonneg_left ih hq).trans (le_of_eq ?_))
    ring

/-- If `‖W x‖ ≤ w ‖x‖` with `0 ≤ w < 4 T`, there is exactly one self-consistent occupation
vector, and the undamped iteration converges to it from every start. -/
theorem scf_converges {T w : ℝ} (hw : 0 ≤ w) (hwT : w < 4 * T) (μ : ℝ) (e : ι → ℝ)
    (W : Matrix ι ι ℝ) (hW : ∀ x, ‖meanField W x‖ ≤ w * ‖x‖) :
    ∃ fs : EuclideanSpace ℝ ι, scfStep T μ e W fs = fs ∧
      (∀ g, scfStep T μ e W g = g → g = fs) ∧
      ∀ f₀, Tendsto (fun k => (scfStep T μ e W)^[k] f₀) atTop (𝓝 fs) := by
  have hT : 0 < T := by linarith
  obtain ⟨K, hK⟩ : ∃ K : NNReal, (K : ℝ) = w / (4 * T) :=
    ⟨⟨w / (4 * T), by positivity⟩, rfl⟩
  -- the update is a contraction of a complete space
  have hc : ContractingWith K (scfStep T μ e W) := by
    constructor
    · rw [← NNReal.coe_lt_coe, hK, NNReal.coe_one, div_lt_one (by positivity)]
      exact hwT
    · apply LipschitzWith.of_dist_le_mul
      intro f g
      rw [hK, dist_eq_norm, dist_eq_norm]
      exact scfStep_dist_le hT μ e W hW f g
  exact ⟨ContractingWith.fixedPoint _ hc, hc.fixedPoint_isFixedPt,
    fun g hg => hc.fixedPoint_unique hg, fun f₀ => hc.tendsto_iterate_fixedPoint f₀⟩

/-- For `w > 4 T > 0`, a level at `w / 2` above the chemical potential that is lowered by `w`
times its own occupation has a self-consistent occupation above one half. -/
theorem exists_occupation_gt_half {T w : ℝ} (hT : 0 < T) (hw : 4 * T < w) :
    ∃ a : ℝ, 1 / 2 < a ∧ fermi T (w / 2 - w * a) = a := by
  have hT0 := hT.ne'
  obtain ⟨x, hx, rfl⟩ : ∃ x, 0 < x ∧ w = 2 * T * (x + 2) :=
    ⟨w / (2 * T) - 2, by rw [sub_pos, lt_div_iff₀ (by positivity)]; linarith,
      by rw [sub_add_cancel]; field_simp⟩
  have hcf : Continuous (fermi T) := by
    change Continuous (fun y : ℝ => 1 / (1 + Real.exp (y / T)))
    exact continuous_const.div (by fun_prop)
      (fun z => (by positivity : 1 + Real.exp (z / T) ≠ 0))
  have hcont : Continuous (fun a : ℝ =>
      fermi T (2 * T * (x + 2) / 2 - 2 * T * (x + 2) * a) - a) :=
    (hcf.comp (by fun_prop)).sub continuous_id
  -- at the trial occupation (x+1)/(x+2) the Fermi function returns at least as much
  have hlow : (x + 1) / (x + 2) ≤
      fermi T (2 * T * (x + 2) / 2 - 2 * T * (x + 2) * ((x + 1) / (x + 2))) := by
    have hq : (x + 2) * ((x + 1) / (x + 2)) = x + 1 := by field_simp
    have harg : (2 * T * (x + 2) / 2 - 2 * T * (x + 2) * ((x + 1) / (x + 2))) / T = -x := by
      rw [div_eq_iff hT0]
      linear_combination (-2 * T) * hq
    have h2 : Real.exp x * Real.exp (-x) = 1 := by rw [← Real.exp_add]; simp
    have h3 := mul_le_mul_of_nonneg_right (Real.add_one_le_exp x) (Real.exp_pos (-x)).le
    unfold fermi
    rw [harg, div_le_div_iff₀ (by positivity) (by positivity)]
    nlinarith [h2, h3]
  have hhigh : fermi T (2 * T * (x + 2) / 2 - 2 * T * (x + 2) * 1) ≤ 1 := by
    unfold fermi
    rw [div_le_one (by positivity)]
    linarith [Real.exp_pos ((2 * T * (x + 2) / 2 - 2 * T * (x + 2) * 1) / T)]
  have hab : (x + 1) / (x + 2) ≤ 1 := by
    rw [div_le_one (by positivity)]; linarith
  obtain ⟨a, ha, hga⟩ := intermediate_value_Icc' hab hcont.continuousOn
    ⟨sub_nonpos.2 hhigh, sub_nonneg.2 hlow⟩
  have hhalf : 1 / 2 < (x + 1) / (x + 2) := by
    rw [div_lt_div_iff₀ (by norm_num) (by positivity)]; linarith
  exact ⟨a, hhalf.trans_le ha.1, sub_eq_zero.1 hga⟩

/-- For every `w > 4 T > 0` and at least one level, the attractive interaction `W = -w 1` with
all levels at `μ + w / 2` obeys `‖W x‖ ≤ w ‖x‖` but has two different self-consistent vectors. -/
theorem scf_not_unique_above_threshold [DecidableEq ι] [Nonempty ι] {T w : ℝ} (hT : 0 < T)
    (hw : 4 * T < w) (μ : ℝ) :
    (∀ x, ‖meanField (Matrix.diagonal fun _ : ι => -w) x‖ ≤ w * ‖x‖) ∧
    ∃ f g : EuclideanSpace ℝ ι, f ≠ g ∧
      scfStep T μ (fun _ => μ + w / 2) (Matrix.diagonal fun _ => -w) f = f ∧
      scfStep T μ (fun _ => μ + w / 2) (Matrix.diagonal fun _ => -w) g = g := by
  have hw0 : 0 ≤ w := by linarith
  constructor
  · intro x
    have h : meanField (Matrix.diagonal fun _ : ι => -w) x = (-w) • x := by
      ext i
      change (Matrix.diagonal (fun _ : ι => -w) *ᵥ x.ofLp) i = -w * x.ofLp i
      rw [Matrix.mulVec_diagonal]
    rw [h, norm_smul, norm_neg, Real.norm_of_nonneg hw0]
  · -- uniform occupations reduce the problem to a single level
    have hstep : ∀ c : ℝ, fermi T (w / 2 - w * c) = c →
        scfStep T μ (fun _ : ι => μ + w / 2) (Matrix.diagonal fun _ => -w)
          (WithLp.toLp 2 fun _ => c) = WithLp.toLp 2 fun _ => c := by
      intro c hc
      ext i
      have h : μ + w / 2 + (Matrix.diagonal (fun _ : ι => -w) *ᵥ fun _ => c) i - μ
          = w / 2 - w * c := by
        rw [Matrix.mulVec_diagonal]; ring
      change fermi T (μ + w / 2 + (Matrix.diagonal (fun _ : ι => -w) *ᵥ fun _ => c) i - μ) = c
      rw [h]
      exact hc
    have hhalf : fermi T (w / 2 - w * (1 / 2)) = 1 / 2 := by
      have h : w / 2 - w * (1 / 2) = 0 := by ring
      rw [h]
      norm_num [fermi]
    obtain ⟨a, ha, hfix⟩ := exists_occupation_gt_half hT hw
    refine ⟨WithLp.toLp 2 fun _ => 1 / 2, WithLp.toLp 2 fun _ => a, ?_,
      hstep _ hhalf, hstep a hfix⟩
    intro h
    have h' : (1 / 2 : ℝ) = a :=
      congrArg (fun v : EuclideanSpace ℝ ι => v (Classical.arbitrary ι)) h
    linarith

end

end FiniteTemperatureSCF
```

```lean
#print axioms FiniteTemperatureSCF.scf_error_bound
#print axioms FiniteTemperatureSCF.scf_converges
#print axioms FiniteTemperatureSCF.exists_occupation_gt_half
#print axioms FiniteTemperatureSCF.scf_not_unique_above_threshold
```

```
'FiniteTemperatureSCF.scf_error_bound' depends on axioms: [propext, Classical.choice, Quot.sound]
'FiniteTemperatureSCF.scf_converges' depends on axioms: [propext, Classical.choice, Quot.sound]
'FiniteTemperatureSCF.exists_occupation_gt_half' depends on axioms: [propext, Classical.choice, Quot.sound]
'FiniteTemperatureSCF.scf_not_unique_above_threshold' depends on axioms: [propext, Classical.choice, Quot.sound]
```

## One solution, reached from every start

The main theorem, `scf_converges`, takes a number $w$ with $\|Wx\|\le w\|x\|$ for all vectors $x$ and $0\le w<4T$. These inequalities already force $T>0$. The conclusion has three parts:

- some vector `fs` satisfies `scfStep T μ e W fs = fs`, so it is self-consistent;
- every self-consistent vector equals `fs`;
- for every start `f₀`, the iterates `(scfStep T μ e W)^[k] f₀` tend to `fs` as $k\to\infty$.

The rate is given by `scf_error_bound`: after $k$ steps the distance to a self-consistent vector is at most $(w/4T)^k$ times the initial distance. For $w=2T$, each step at least halves the distance.

The threshold cannot be moved up. For every $w>4T>0$ and at least one level, `scf_not_unique_above_threshold` gives an interaction that obeys the norm bound and has two different self-consistent vectors. The borderline $w=4T$ is left open by both theorems.

## Levels, interaction and what is held fixed

The type `ι` is any finite set of levels, and `e : ι → ℝ` lists their bare energies. Occupations live in `EuclideanSpace ℝ ι`, because plain functions `ι → ℝ` carry the maximum norm in Mathlib; `WithLp.toLp 2` turns a function into a Euclidean vector. The function `fermi T x` takes the energy $x$ measured from the chemical potential. The letter $f$ always means the occupation vector here, although many textbooks use it for the Fermi function. `meanField W f` is $Wf$, and `scfStep` is one full update without mixing or damping.

The bound $w$ limits how strongly a change in the occupations can move the levels. The condition $w<4T$ says that this response, per unit change in the occupation vector, stays below four times the thermal energy $T$. $W$ need not be symmetric, and repulsive and attractive interactions are both allowed. The starting vector may have entries outside $[0,1]$; one step brings them all inside.

This bears on finite-temperature mean-field calculations, in the restricted case of finitely many fixed orbitals, a mean field linear in the occupations, and a chemical potential that is not readjusted to conserve the electron number. In a Hartree–Fock or Kohn–Sham calculation the orbitals themselves generally change from one iteration to the next, the chemical potential is often readjusted, and the Kohn–Sham potential is in general not linear in the density; the theorems cover none of these.

## The factor 4 comes from half filling

Write $\varphi(x)=1/(1+e^{x/T})$ and $E=e^{x/T}>0$. Then
$$\varphi'(x)=-\frac{1}{T}\,\frac{E}{(1+E)^2}.$$
Since $(E-1)^2\ge 0$ is the same as $4E\le(1+E)^2$, we get $|\varphi'(x)|\le 1/(4T)$, with equality at $E=1$, which is half filling. The mean value theorem gives
$$|\varphi(x)-\varphi(y)|\le\frac{|x-y|}{4T}.$$

This is `fermi_lipschitz`. Its step `hd` computes the derivative, and `hb` bounds it, with `nlinarith` receiving the square $(E-1)^2$ multiplied by $T$. Mathlib's mean value inequality, applied on the whole real line, does the rest.

## One update shrinks all distances

Let $F$ be the update map, $F(f)_i=\varphi(e_i+(Wf)_i-\mu)$. For two vectors $f$ and $g$, the energies $e_i$ and $\mu$ cancel in the difference of the arguments, which leaves $(W(f-g))_i$. Squaring the bound for each level and summing,
$$\|F(f)-F(g)\|^2\le\sum_i\frac{(W(f-g))_i^2}{(4T)^2}=\frac{\|W(f-g)\|^2}{(4T)^2}.$$
Taking roots and using the norm bound,
$$\|F(f)-F(g)\|\le q\,\|f-g\|,\qquad q=\frac{w}{4T}.$$

In `scfStep_dist_le`, the step `hsq` is the summed inequality, `h1` is the linearity of $W$, `hle` takes the root, and the final `calc` inserts `hW`.

If $F(f^*)=f^*$, then $\|F(f)-f^*\|\le q\|f-f^*\|$, and repeating this $k$ times gives the factor $q^k$. That is the induction in `scf_error_bound`.

For existence, let $f_{k+1}=F(f_k)$. Then $\|f_{k+1}-f_k\|\le q^k\|f_1-f_0\|$, and for $m>k$ the triangle inequality and the geometric series give
$$\|f_m-f_k\|\le\frac{q^k}{1-q}\,\|f_1-f_0\|.$$
Since $q<1$, the sequence is Cauchy and has a limit $f^*$. The map $F$ is continuous, so letting $k\to\infty$ in $f_{k+1}=F(f_k)$ gives $F(f^*)=f^*$. If $g$ is also self-consistent, $\|f^*-g\|\le q\|f^*-g\|$ forces $g=f^*$, so every start leads to the same limit.

The Lean proof of `scf_converges` packages $q$ as a nonnegative real `K`, shows `ContractingWith K (scfStep T μ e W)`, and takes the fixed point, its uniqueness and the convergence from Mathlib's contraction principle.

## Two solutions above the threshold

Let $w>4T>0$, $W=-w\mathbf 1$ (with $\mathbf 1$ the identity matrix) and $e_i=\mu+w/2$ for all $i$. Then $\|Wv\|=w\|v\|$ for every vector $v$. A uniform occupation $c$ is self-consistent exactly when
$$\varphi(w/2-wc)=c.$$
One solution is $c=1/2$, because $\varphi(0)=1/2$.

For a second, set $x=w/(2T)-2>0$, so that $w=2T(x+2)$, and try $c_0=(x+1)/(x+2)$. The argument becomes $w/2-wc_0=-Tx$, and
$$\varphi(-Tx)=\frac{1}{1+e^{-x}}\ \ge\ \frac{1}{1+1/(x+1)}=c_0,$$
because $e^x\ge 1+x$. At $c=1$ the Fermi function returns at most $1$. Hence the continuous function $\varphi(w/2-wc)-c$ is nonnegative at $c_0$ and nonpositive at $1$, and it vanishes at some $a\in[c_0,1]$. Since $c_0>1/2$, this $a$ differs from half filling.

The lemma `exists_occupation_gt_half` follows this route: `hlow` and `hhigh` are the two signs, and `intermediate_value_Icc'` supplies $a$. In the final theorem, `hstep` carries a one-level solution over to a uniform vector, and comparing the two vectors at any one level shows that they differ.

A single level with $w=4T\ln 3\approx 4.39\,T$ has explicit solutions. At occupation $3/4$ the shifted level lies at $-w/4=-T\ln 3$ relative to $\mu$, and the Fermi function returns $1/(1+1/3)=3/4$. In the same way $1/4$ is self-consistent, as is $1/2$.

With the repulsive sign, $W=+w$ and $e=\mu-w/2$, the only solution is $1/2$, because the occupation returned by the Fermi function falls as the trial occupation rises and so can equal it at most once. But the iteration started at $3/4$ goes to $1/4$, then back to $3/4$, and so on for ever. Above the threshold, then, convergence can fail even where the solution is unique. These explicit values come from direct substitution and not from the Lean theorems.

## The bound is on the matrix, not on its entries

A natural error is to read $w$ as a bound on the individual entries $|W_{ij}|$. Take two levels at $\mu+3T$ with $T>0$ and every entry of $W$ equal to $-3T$. Each entry is below $4T$ in size, but on uniform vectors $W$ acts as $-6T$, so the norm bound needs $w\ge 6T$. Uniform occupations then obey $\varphi(3T-6Tc)=c$, which is the equation above with $w=6T$, and uniqueness is lost. Many weak couplings of the same sign can add up to a strong one.
